# Every finite cosine sum misses the velocity of the band $|\sin k|$ by nearly 1 close to its crossing at $k=0$

I have two bands, $\sin k$ and $-\sin k$, that cross at $k=0$. Sorted by energy, the upper one is $E(k)=|\sin k|$. I fit it with stars, which on my chain are the functions $\cos(nk)$. The three energies at $0$, $\pi/2$ and $\pi$ are matched by
$$\sin^2 k=\tfrac12-\tfrac12\cos 2k .$$
But just to the right of the crossing the band has velocity close to $1$, while my fit has velocity $2\sin k\cos k$, close to $0$. Is this only because I used so few stars? Would a finer mesh and a longer expansion give me the right velocity near the crossing?

## Each star is flat at the crossing

No. A longer expansion may confine the error to a narrower interval, but as long as it is finite, there is an interval next to the crossing where the velocity is wrong by nearly its full value. Your three-point fit already shows the reason: every $\cos(nk)$ has zero slope at $k=0$, so every finite sum of them does too, while the band leaves that point with slope $1$.

To find a width that is guaranteed, take any real coefficients $c_n$ and write
$$p(k)=\sum_{n<N}c_n\cos(nk),\qquad p'(k)=-\sum_{n<N}c_n\,n\sin(nk).$$
For $k\ge 0$ we have $|\sin(nk)|\le nk$, and therefore
$$|p'(k)|\le Rk,\qquad R=\sum_{n<N}|c_n|\,n^2 .$$
For $0<k<\pi$ the sine is positive, so $E(k)=\sin k$ and $E'(k)=\cos k$. The triangle inequality gives
$$|p'(k)-E'(k)|\ \ge\ \cos k-|p'(k)|\ \ge\ \cos k-Rk .$$

Now let $d>0$ be given and set $\delta=\min\bigl(1,\,d/(R+1)\bigr)$. If $0<k<\delta$, then $k^2\le k$ and $(R+1)k<d$. With $\cos k\ge 1-k^2/2$,
$$|p'(k)-E'(k)|\ \ge\ 1-\tfrac{k^2}{2}-Rk\ \ge\ 1-(R+1)k\ >\ 1-d .$$
Nothing here uses the energies that $p$ was fitted to, so the estimate holds for a least-squares fit as well as for an interpolation.

## A finer mesh forces a larger $R$

Interpolation does constrain $R$. Suppose $p$ matches the band at $0$ and at a mesh point $h$. The first condition says $\sum_n c_n=0$. Subtracting it from the second gives
$$|\sin h|=\sum_{n<N}c_n\bigl(\cos(nh)-1\bigr)\le\sum_{n<N}|c_n|\frac{(nh)^2}{2}=\frac{R\,h^2}{2},$$
because $|\cos x-1|\le x^2/2$. Hence $2|\sin h|\le Rh^2$. For a small mesh spacing $h>0$, $R$ must be at least about $2/h$, and for fixed $d$ the guaranteed width $\delta$ found above shrinks accordingly. The actual interval may be wider.

## The error of $\sin^2k$ stays below 1

The bound $1-d$ can't be improved to $1$ for all interpolants. For your fit,
$$p'(k)-E'(k)=\cos k\,(2\sin k-1),\qquad 0<k<\pi/2 .$$
Here $0<\cos k<1$ and $-1<2\sin k-1<1$, so the absolute value is strictly less than $1$, although it tends to $1$ as $k\to0$.

The same steps in Lean 4 with Mathlib:

```lean
import Mathlib

open scoped Real Topology

namespace StarInterpolation

noncomputable section

/-- A finite star expansion of a band on a chain with inversion symmetry:
the sum of `c n * cos (n k)` over `n < N`. -/
def starSum (N : ℕ) (c : ℕ → ℝ) (k : ℝ) : ℝ :=
  ∑ n ∈ Finset.range N, c n * Real.cos (n * k)

/-- The crossing band `|sin k|`, which has a kink at `k = 0`. -/
def band (k : ℝ) : ℝ := |Real.sin k|

/-- The roughness of a star expansion: the sum of `|c n| * n ^ 2` over its stars. -/
def roughness (N : ℕ) (c : ℕ → ℝ) : ℝ :=
  ∑ n ∈ Finset.range N, |c n| * (n : ℝ) ^ 2

/-- The velocity of a star expansion is obtained by differentiating star by star. -/
theorem hasDerivAt_starSum (N : ℕ) (c : ℕ → ℝ) (k : ℝ) :
    HasDerivAt (starSum N c)
      (∑ n ∈ Finset.range N, c n * (-(Real.sin (n * k) * n))) k := by
  change HasDerivAt (fun x => ∑ n ∈ Finset.range N, c n * Real.cos (n * x)) _ k
  refine HasDerivAt.fun_sum fun n _ => ?_
  have h : HasDerivAt (fun x : ℝ => (n : ℝ) * x) (n : ℝ) k :=
    ((hasDerivAt_id' k).const_mul (n : ℝ)).congr_deriv (mul_one _)
  exact (h.cos.const_mul (c n)).congr_deriv (by ring)

/-- For `0 < k < π` the crossing band has velocity `cos k`. -/
theorem hasDerivAt_band {k : ℝ} (h0 : 0 < k) (hk : k < π) :
    HasDerivAt band (Real.cos k) k := by
  refine (Real.hasDerivAt_sin k).congr_of_eventuallyEq ?_
  filter_upwards [Ioo_mem_nhds h0 hk] with x hx
  exact abs_of_pos (Real.sin_pos_of_mem_Ioo hx)

/-- For `k ≥ 0` the speed of a star expansion is at most its roughness times `k`. -/
theorem abs_velocity_le (N : ℕ) (c : ℕ → ℝ) {k : ℝ} (hk : 0 ≤ k) :
    |deriv (starSum N c) k| ≤ roughness N c * k := by
  rw [(hasDerivAt_starSum N c k).deriv, roughness, Finset.sum_mul]
  refine (Finset.abs_sum_le_sum_abs _ _).trans (Finset.sum_le_sum fun n _ => ?_)
  have hx : 0 ≤ (n : ℝ) * k := by positivity
  -- the elementary bound |sin x| ≤ x for x ≥ 0
  have hs : |Real.sin (n * k)| ≤ n * k := by
    refine abs_le.2 ⟨?_, Real.sin_le hx⟩
    rcases le_total ((n : ℝ) * k) π with h | h
    · linarith [Real.sin_nonneg_of_nonneg_of_le_pi hx h]
    · linarith [Real.neg_one_le_sin (n * k), Real.pi_gt_three]
  calc |c n * (-(Real.sin (n * k) * n))|
      = |c n| * (|Real.sin (n * k)| * n) := by
        rw [abs_mul, abs_neg, abs_mul, Nat.abs_cast]
    _ ≤ |c n| * ((n * k) * n) := by gcongr
    _ = |c n| * (n : ℝ) ^ 2 * k := by ring

/-- For `0 < k < π` the velocity error of a star expansion of the crossing band is at least
`cos k` minus the roughness times `k`. -/
theorem velocity_error_ge (N : ℕ) (c : ℕ → ℝ) {k : ℝ} (h0 : 0 < k) (hk : k < π) :
    Real.cos k - roughness N c * k ≤ |deriv (starSum N c) k - deriv band k| := by
  rw [(hasDerivAt_band h0 hk).deriv]
  linarith [abs_velocity_le N c h0.le, le_abs_self (deriv (starSum N c) k),
    neg_abs_le (deriv (starSum N c) k - Real.cos k)]

/-- For every finite star expansion and every `d > 0` there is an interval `(0, δ)` with
`0 < δ ≤ d` on which the velocity differs from that of the crossing band by more than `1 - d`. -/
theorem velocity_fails_near_crossing (N : ℕ) (c : ℕ → ℝ) {d : ℝ} (hd : 0 < d) :
    ∃ δ : ℝ, 0 < δ ∧ δ ≤ d ∧ ∀ k : ℝ, 0 < k → k < δ →
      1 - d < |deriv (starSum N c) k - deriv band k| := by
  have hR : 0 ≤ roughness N c := Finset.sum_nonneg fun n _ => by positivity
  have hR1 : 0 < roughness N c + 1 := by linarith
  -- the width of the interval is set by the roughness
  refine ⟨min 1 (d / (roughness N c + 1)), lt_min one_pos (div_pos hd hR1),
    (min_le_right _ _).trans (div_le_self hd.le (by linarith)), fun k h0 hk => ?_⟩
  have hk1 : k < 1 := lt_of_lt_of_le hk (min_le_left _ _)
  have hk2 : k * (roughness N c + 1) < d :=
    (lt_div_iff₀ hR1).1 (lt_of_lt_of_le hk (min_le_right _ _))
  have hsq : k ^ 2 ≤ k := by nlinarith
  have hcos : 1 - k ^ 2 / 2 ≤ Real.cos k := Real.one_sub_sq_div_two_le_cos
  have herr := velocity_error_ge N c h0 (by linarith [Real.pi_gt_three])
  nlinarith

/-- If a star expansion agrees with the crossing band at the crossing and at a mesh point `h`,
then its roughness times `h ^ 2` is at least `2 |sin h|`. -/
theorem roughness_of_interpolation (N : ℕ) (c : ℕ → ℝ) (h : ℝ)
    (h0 : starSum N c 0 = band 0) (hh : starSum N c h = band h) :
    2 * |Real.sin h| ≤ roughness N c * h ^ 2 := by
  have hc0 : ∑ n ∈ Finset.range N, c n = 0 := by simpa [starSum, band] using h0
  -- subtract the value at the crossing star by star
  have hdiff : ∑ n ∈ Finset.range N, c n * (Real.cos (n * h) - 1) = |Real.sin h| := by
    have e : ∑ n ∈ Finset.range N, c n * (Real.cos (n * h) - 1)
        = starSum N c h - ∑ n ∈ Finset.range N, c n := by
      simp only [starSum, mul_sub, mul_one, Finset.sum_sub_distrib]
    rw [e, hc0, hh, sub_zero, band]
  have hle : ∑ n ∈ Finset.range N, c n * (Real.cos (n * h) - 1)
      ≤ roughness N c * (h ^ 2 / 2) := by
    rw [roughness, Finset.sum_mul]
    refine Finset.sum_le_sum fun n _ => ?_
    have hb : |Real.cos (n * h) - 1| ≤ (n * h) ^ 2 / 2 := by
      have h1 : 1 - ((n : ℝ) * h) ^ 2 / 2 ≤ Real.cos (n * h) :=
        Real.one_sub_sq_div_two_le_cos
      have h2 := Real.cos_le_one (n * h)
      have h3 := sq_nonneg ((n : ℝ) * h)
      exact abs_le.2 ⟨by linarith, by linarith⟩
    calc c n * (Real.cos (n * h) - 1)
        ≤ |c n * (Real.cos (n * h) - 1)| := le_abs_self _
      _ = |c n| * |Real.cos (n * h) - 1| := abs_mul _ _
      _ ≤ |c n| * ((n * h) ^ 2 / 2) := by gcongr
      _ = |c n| * (n : ℝ) ^ 2 * (h ^ 2 / 2) := by ring
  linarith

/-- Star coefficients `1/2` for `n = 0`, `-1/2` for `n = 2`, and zero otherwise. -/
def sinSqCoeff (n : ℕ) : ℝ := if n = 0 then 1 / 2 else if n = 2 then -1 / 2 else 0

/-- The star expansion with coefficients `sinSqCoeff` is the function `sin k ^ 2`. -/
theorem starSum_sinSqCoeff : starSum 3 sinSqCoeff = fun k => Real.sin k ^ 2 := by
  funext k
  have h1 := Real.cos_two_mul k
  have h2 := Real.sin_sq_add_cos_sq k
  simp [starSum, sinSqCoeff, Finset.sum_range_succ]
  linarith

/-- The star expansion `sin k ^ 2` interpolates the crossing band at `0`, `π / 2` and `π`, and
its velocity error is strictly below `1` for `0 < k < π / 2`. -/
theorem velocity_error_sharp :
    (∀ k ∈ ({0, π / 2, π} : Set ℝ), starSum 3 sinSqCoeff k = band k) ∧
    ∀ k : ℝ, 0 < k → k < π / 2 →
      |deriv (starSum 3 sinSqCoeff) k - deriv band k| < 1 := by
  constructor
  · rintro k (rfl | rfl | rfl) <;> simp [band, starSum_sinSqCoeff]
  · intro k h0 hk
    have hkπ : k < π := by linarith
    have hder : HasDerivAt (fun x => Real.sin x ^ 2) (2 * Real.sin k * Real.cos k) k :=
      ((Real.hasDerivAt_sin k).fun_pow 2).congr_deriv (by simp)
    rw [starSum_sinSqCoeff, hder.deriv, (hasDerivAt_band h0 hkπ).deriv]
    have hs : 0 < Real.sin k := Real.sin_pos_of_pos_of_lt_pi h0 hkπ
    have hc : 0 < Real.cos k := Real.cos_pos_of_mem_Ioo ⟨by linarith, hk⟩
    have hsc := Real.sin_sq_add_cos_sq k
    have hs1 : Real.sin k < 1 := by nlinarith [mul_pos hc hc]
    have hc1 : Real.cos k < 1 := by nlinarith [mul_pos hs hs]
    -- the error is cos k times a number between -1 and 1
    rw [abs_lt]
    constructor <;> nlinarith [mul_pos hs hc, mul_pos hc (sub_pos.2 hs1)]

end

end StarInterpolation
```

```lean
#print axioms StarInterpolation.velocity_fails_near_crossing
#print axioms StarInterpolation.roughness_of_interpolation
#print axioms StarInterpolation.velocity_error_sharp
```

```
'StarInterpolation.velocity_fails_near_crossing' depends on axioms: [propext, Classical.choice, Quot.sound]
'StarInterpolation.roughness_of_interpolation' depends on axioms: [propext, Classical.choice, Quot.sound]
'StarInterpolation.velocity_error_sharp' depends on axioms: [propext, Classical.choice, Quot.sound]
```

## What the theorems say about the band

`starSum N c` is $p$, with the stars $n=0,\dots,N-1$; `c` is an infinite sequence of real numbers, of which only the first `N` are used. On a chain with inversion symmetry the star of the lattice vector $n$ is the pair $\pm n$, which gives $\cos(nk)$. `band` is $E$, and `deriv` is the ordinary derivative with respect to $k$. The lattice constant and $\hbar$ are set to $1$, and energies are scaled so that the crossing branches have slopes $\pm1$.

`roughness` is the number $R$. The word is also used in star interpolation for a quadratic functional that is minimised to choose the coefficients; here it is a weighted sum of absolute values, and nothing is minimised.

The main result is `velocity_fails_near_crossing`. It reads: for every `N`, every `c` and every `d > 0` there is a `δ` with `0 < δ` and `δ ≤ d`, such that the velocity error exceeds `1 - d` at every `k` between `0` and `δ`. The interval may depend on the expansion. The point $k=0$, where the band has no derivative, is left out.

`roughness_of_interpolation` has the two matching conditions as its hypotheses `h0` and `hh`, and `velocity_error_sharp` states both that $\sin^2k$ interpolates at the three points and that its error stays below $1$ on $(0,\pi/2)$.

Band energies from an LAPW calculation are often interpolated in stars to obtain velocities for transport; the theorems describe the resulting error for one non-interacting, one-dimensional model band. Carrying them over to a real calculation takes further assumptions, among them that an energy-sorted band near its crossing behaves like $|\sin k|$ along a line. The position of the crossing matters too: at a general $k$ a star sum may have a nonzero slope, and can then follow one of the two branches through the crossing. Its velocity is then close to that of the sorted band on one side only, and wrong on the other, where the sorted band continues on the other branch.

## From the star derivative to the interval

`hasDerivAt_starSum` differentiates the finite sum term by term, using the chain rule for each $\cos(nk)$. `hasDerivAt_band` uses that the band and $\sin k$ agree on the whole open interval $(0,\pi)$, hence near each of its points, so that they have the same derivative there.

`abs_velocity_le` is the estimate $|p'(k)|\le Rk$. The absolute value is moved inside the sum, and each term is bounded separately. The inequality $|\sin x|\le x$ has two halves. The upper one is in Mathlib; for the lower one, $-x\le\sin x$, the proof splits at $x=\pi$. Below $\pi$ the sine is nonnegative, and above $\pi$ it is at least $-1$, which is greater than $-x$.

`velocity_error_ge` inserts $E'(k)=\cos k$ and applies the triangle inequality, which `linarith` assembles from bounds on the absolute values. In `velocity_fails_near_crossing`, the `refine` step supplies the $\delta$ chosen above and checks that it is positive and at most $d$. The facts `hk2`, `hsq` and `hcos` are $(R+1)k<d$, $k^2\le k$ and the cosine bound, and the final `nlinarith` combines them with the velocity error.

In `roughness_of_interpolation`, `hc0` is the vanishing sum of coefficients, `hdiff` is the subtracted expansion at $h$, and `hle` bounds it by $Rh^2/2$ star by star.

For the three-point fit, `starSum_sinSqCoeff` identifies the expansion with $\sin^2k$ through the double-angle formula. `velocity_error_sharp` then checks the three energies by simplification. For the velocity it establishes that $\sin k$ and $\cos k$ lie strictly between $0$ and $1$, and `nlinarith` derives the two inequalities $-1<2\sin k\cos k-\cos k<1$ from products of these positive quantities.
